# A moving ultrasoft overlap can produce a force under a fixed Hamiltonian: a two-level model

In an ultrasoft-pseudopotential code, the occupied states contribute to the force on an atom, alongside terms such as the repulsion between the ions. Per electron in a normalised state, the contribution is minus the expectation value of $H'-ES'$: the derivative of the Hamiltonian, with the Hartree and exchange-correlation potentials held fixed, less the derivative of the overlap operator weighted by the eigenvalue. For a single real state $v$ of a non-interacting model with $Hv=ESv$, the corresponding identity is

$$E'\,v^TSv \;=\; v^TH'v \;-\; E\,v^TS'v .$$

Here $H$ and $S$ are real symmetric matrices that depend on a position parameter $R$, the prime means $d/dR$, and the eigenpair is assumed differentiable. For one non-interacting particle in this state, the force is $-E'$.

## The overlap term in a force routine

With norm-conserving pseudopotentials in a fixed orthonormal basis, $S=1$ and the last term vanishes. With ultrasoft ones, $S$ contains projectors that move with the atoms. A routine that omits $S'$ then generally disagrees with finite differences of the energy, and enlarging the basis does not repair this.

A non-interacting two-level model isolates the effect. Let

$$H=\begin{pmatrix}-1&0\\0&0\end{pmatrix},\qquad b(R)=\begin{pmatrix}\cos R\\ \sin R\end{pmatrix},\qquad S(R)=1+q\,bb^T,\qquad q>0 .$$

The constant $q$ plays the part of an augmentation charge: the norm that a smooth pseudo-wavefunction lacks near the nucleus and that $S$ restores. The basis spans the whole two-dimensional space and $H'=0$, yet the lowest generalized eigenvalue is

$$E_g(R)=-1+\frac{q}{1+q}\cos^2R,\qquad E_g'(\pi/4)=-\frac{q}{1+q}\neq0 .$$

## From the eigenvalue equation to the slope

**The general identity.** Write $w=v'$. Differentiating $Hv=ESv$ gives

$$H'v+Hw=E'Sv+E\,(S'v+Sw).$$

Multiply from the left by $v^T$. By symmetry of $H$ and $S$,

$$v^THw=w^THv=E\,w^TSv=E\,v^TSw,$$

so the terms with $w$ cancel and the identity remains.

**The spectrum of the model.** Put $c=\cos R$, $s=\sin R$ and $v=(v_0,v_1)$. The eigenvalue equation reads

$$-v_0=E\,[(1+qc^2)v_0+qcs\,v_1],\qquad 0=E\,[qcs\,v_0+(1+qs^2)v_1].$$

The value $E=0$ occurs, with $v=(0,1)$. If $E\neq0$, the second bracket vanishes. Then $v_0\neq0$, since otherwise $v_1=0$ as well. Multiply the first equation by $1+qs^2$ and insert $(1+qs^2)v_1=-qcs\,v_0$:

$$-(1+qs^2)v_0=E\,[(1+qc^2)(1+qs^2)-q^2c^2s^2]\,v_0=E(1+q)v_0 .$$

Hence

$$E=-\frac{1+qs^2}{1+q}=-1+\frac{q}{1+q}c^2=E_g(R).$$

This value is attained by $v=(1+qs^2,\,-qcs)$. It is negative, so it lies below the other eigenvalue, $0$.

**The slope, twice.** Direct differentiation gives

$$E_g'=-\frac{2q}{1+q}cs=-\frac{q}{1+q}\sin2R .$$

At $R=\pi/4$ the sine is $1$. Since $q>0$, the slope vanishes exactly where $\sin2R=0$.

The identity gives the same value. For the vector above, $Sv=(1+q,0)$, so $v^TSv=(1+q)(1+qs^2)$. With $b'=(-s,c)$ and $S'=q(b'b^T+bb'^T)$, we have $b^Tv=c$ and $b'^Tv=-(1+q)s$. Therefore

$$v^TS'v=2q\,(b^Tv)(b'^Tv)=-q(1+q)\sin2R .$$

After normalisation to $v^TSv=1$, the expectation value of $S'$ is $-q\sin2R/(1+qs^2)$. Multiplying by $-E_g=(1+qs^2)/(1+q)$ recovers the slope, all of it from the overlap.

**The response of the state.** Project the differentiated equation instead on another eigenvector $u$, with $Hu=FSu$ and $F\neq E$. Symmetry gives $u^TSv=0$, and the same steps yield

$$(E-F)\,u^TSw=u^TH'v-E\,u^TS'v .$$

Dividing by $E-F$ gives $u^TSw$, which is the component of the first-order response $w=v'$ along $u$ when $u^TSu=1$.

**Without symmetry.** Take $S=1$ and

$$H(R)=\begin{pmatrix}0&1\\0&R\end{pmatrix},\qquad v=\begin{pmatrix}1\\R\end{pmatrix},\qquad E=R .$$

Then $Hv=Ev$, but $E'\,v^Tv=1+R^2$ while $v^TH'v=R^2$. The identity fails at every $R$, because the response term no longer cancels.

## The Lean file

```lean
import Mathlib

open Matrix Real

namespace UltrasoftForce

noncomputable section

/-- `E` is a generalized eigenvalue of `H` with overlap `S`: `H v = E S v` for some nonzero `v`. -/
def IsGenEigenvalue {n : Type*} [Fintype n] (H S : Matrix n n ℝ) (E : ℝ) : Prop :=
  ∃ v : n → ℝ, v ≠ 0 ∧ H *ᵥ v = E • (S *ᵥ v)

/-- The fixed two-level Hamiltonian `diag(-1, 0)`. -/
def hamiltonian : Matrix (Fin 2) (Fin 2) ℝ := !![-1, 0; 0, 0]

/-- The projector function `b(R) = (cos R, sin R)`. -/
def projector (R : ℝ) : Fin 2 → ℝ := ![cos R, sin R]

/-- The vector `b'(R) = (-sin R, cos R)`. -/
def projectorDeriv (R : ℝ) : Fin 2 → ℝ := ![-sin R, cos R]

/-- The ultrasoft overlap `S(R) = 1 + q b bᵀ` with augmentation charge `q`. -/
def overlap (q R : ℝ) : Matrix (Fin 2) (Fin 2) ℝ :=
  1 + q • vecMulVec (projector R) (projector R)

/-- The matrix `q (b' bᵀ + b b'ᵀ)`. -/
def overlapDeriv (q R : ℝ) : Matrix (Fin 2) (Fin 2) ℝ :=
  q • (vecMulVec (projectorDeriv R) (projector R) + vecMulVec (projector R) (projectorDeriv R))

/-- The energy curve `-1 + (q/(1+q)) cos² R`. -/
def groundEnergy (q R : ℝ) : ℝ := -1 + q / (1 + q) * cos R ^ 2

/-- The unnormalized vector `(1 + q sin² R, -q cos R sin R)`. -/
def groundState (q R : ℝ) : Fin 2 → ℝ := ![1 + q * sin R ^ 2, -(q * cos R * sin R)]

/-- For a symmetric matrix the two vectors in a matrix element may be exchanged. -/
theorem symm_swap {n : Type*} [Fintype n] {A : Matrix n n ℝ} (hA : A.IsSymm) (x y : n → ℝ) :
    x ⬝ᵥ A *ᵥ y = y ⬝ᵥ A *ᵥ x := by
  rw [Matrix.dotProduct_mulVec, ← Matrix.mulVec_transpose, hA.eq, dotProduct_comm]

/-- Hellmann-Feynman theorem with a position-dependent overlap: `E' ⟨v|S|v⟩ = ⟨v|H'|v⟩ - E ⟨v|S'|v⟩`
for a differentiable generalized eigenpair, at a point where the real matrices `H` and `S` are
differentiable and symmetric. -/
theorem generalized_hellmann_feynman {n : Type*} [Fintype n]
    (H S : ℝ → Matrix n n ℝ) (H' S' : Matrix n n ℝ) (v : ℝ → n → ℝ) (E : ℝ → ℝ) (E' R₀ : ℝ)
    (hH : ∀ i j, HasDerivAt (fun R => H R i j) (H' i j) R₀)
    (hS : ∀ i j, HasDerivAt (fun R => S R i j) (S' i j) R₀)
    (hv : ∀ i, DifferentiableAt ℝ (fun R => v R i) R₀)
    (hE : HasDerivAt E E' R₀)
    (hHs : (H R₀).IsSymm) (hSs : (S R₀).IsSymm)
    (heig : ∀ R, H R *ᵥ v R = E R • (S R *ᵥ v R)) :
    E' * (v R₀ ⬝ᵥ S R₀ *ᵥ v R₀) =
      v R₀ ⬝ᵥ H' *ᵥ v R₀ - E R₀ * (v R₀ ⬝ᵥ S' *ᵥ v R₀) := by
  let w : n → ℝ := fun i => deriv (fun R => v R i) R₀
  have hw : ∀ i, HasDerivAt (fun R => v R i) (w i) R₀ := fun i => (hv i).hasDerivAt
  -- differentiate the eigenvalue equation
  have hvec : H' *ᵥ v R₀ + H R₀ *ᵥ w =
      E' • (S R₀ *ᵥ v R₀) + E R₀ • (S' *ᵥ v R₀ + S R₀ *ᵥ w) := by
    ext i
    have h1 : HasDerivAt (fun R => ∑ j, H R i j * v R j)
        (∑ j, (H' i j * v R₀ j + H R₀ i j * w j)) R₀ :=
      HasDerivAt.fun_sum (fun j _ => (hH i j).fun_mul (hw j))
    have h2 : HasDerivAt (fun R => E R * ∑ j, S R i j * v R j)
        (E' * (∑ j, S R₀ i j * v R₀ j) +
          E R₀ * ∑ j, (S' i j * v R₀ j + S R₀ i j * w j)) R₀ :=
      hE.fun_mul (HasDerivAt.fun_sum (fun j _ => (hS i j).fun_mul (hw j)))
    have heq : (fun R => ∑ j, H R i j * v R j) = fun R => E R * ∑ j, S R i j * v R j := by
      funext R
      exact congrFun (heig R) i
    rw [heq] at h1
    have h3 := h1.unique h2
    rw [Finset.sum_add_distrib, Finset.sum_add_distrib] at h3
    exact h3
  -- project on the eigenvector; symmetry removes its response
  have hdot := congrArg (fun u => v R₀ ⬝ᵥ u) hvec
  simp only [dotProduct_add, dotProduct_smul, smul_eq_mul] at hdot
  have hresp : v R₀ ⬝ᵥ H R₀ *ᵥ w = E R₀ * (v R₀ ⬝ᵥ S R₀ *ᵥ w) := by
    rw [symm_swap hHs, heig R₀, dotProduct_smul, smul_eq_mul, symm_swap hSs]
  linear_combination hresp - hdot

/-- The two components of the generalized eigenvalue equation of the model. -/
theorem eigen_components (q R E x y : ℝ) :
    hamiltonian *ᵥ ![x, y] = E • (overlap q R *ᵥ ![x, y]) ↔
      -x = E * ((1 + q * cos R ^ 2) * x + q * cos R * sin R * y) ∧
      0 = E * (q * cos R * sin R * x + (1 + q * sin R ^ 2) * y) := by
  have hmul : ∀ a b c d : ℝ, !![a, b; c, d] *ᵥ ![x, y] = ![a * x + b * y, c * x + d * y] := by
    intro a b c d
    ext i
    fin_cases i <;> simp [Matrix.mulVec, dotProduct, Fin.sum_univ_two]
  have hS : overlap q R = !![1 + q * cos R ^ 2, q * cos R * sin R;
      q * cos R * sin R, 1 + q * sin R ^ 2] := by
    ext i j
    fin_cases i <;> fin_cases j <;>
      simp [overlap, projector, -mul_eq_mul_left_iff, -mul_eq_mul_right_iff] <;> ring
  rw [hS, hamiltonian, hmul, hmul]
  constructor
  · intro h
    have h0 : -1 * x + 0 * y = E * ((1 + q * cos R ^ 2) * x + q * cos R * sin R * y) :=
      congrFun h 0
    have h1 : 0 * x + 0 * y = E * (q * cos R * sin R * x + (1 + q * sin R ^ 2) * y) :=
      congrFun h 1
    exact ⟨by linear_combination h0, by linear_combination h1⟩
  · rintro ⟨h0, h1⟩
    ext i
    fin_cases i
    · show -1 * x + 0 * y = E * ((1 + q * cos R ^ 2) * x + q * cos R * sin R * y)
      linear_combination h0
    · show 0 * x + 0 * y = E * (q * cos R * sin R * x + (1 + q * sin R ^ 2) * y)
      linear_combination h1

/-- The energy curve satisfies `(1 + q) E = -(1 + q sin² R)`. -/
theorem groundEnergy_mul {q : ℝ} (hq : 0 < q) (R : ℝ) :
    groundEnergy q R * (1 + q) = -(1 + q * sin R ^ 2) := by
  have h : q / (1 + q) * (1 + q) = q := div_mul_cancel₀ _ (by positivity)
  unfold groundEnergy
  linear_combination cos R ^ 2 * h + q * sin_sq_add_cos_sq R

/-- The vector `groundState` solves the generalized eigenvalue equation with `groundEnergy`. -/
theorem groundState_eigen {q : ℝ} (hq : 0 < q) (R : ℝ) :
    hamiltonian *ᵥ groundState q R = groundEnergy q R • (overlap q R *ᵥ groundState q R) := by
  unfold groundState
  rw [eigen_components]
  constructor
  · linear_combination -groundEnergy_mul hq R - groundEnergy q R * q * sin_sq_add_cos_sq R
  · ring

/-- The generalized eigenvalues of the model are exactly `0` and `groundEnergy q R`. -/
theorem generalized_spectrum {q : ℝ} (hq : 0 < q) (R E : ℝ) :
    IsGenEigenvalue hamiltonian (overlap q R) E ↔ E = 0 ∨ E = groundEnergy q R := by
  have hpos : 0 < 1 + q * sin R ^ 2 := by positivity
  constructor
  · rintro ⟨v, hv, h⟩
    have hv2 : v = ![v 0, v 1] := by
      ext i
      fin_cases i <;> rfl
    rw [hv2] at h
    obtain ⟨h0, h1⟩ := (eigen_components q R E (v 0) (v 1)).1 h
    by_cases hE : E = 0
    · exact Or.inl hE
    right
    have h2 := (mul_eq_zero.1 h1.symm).resolve_left hE
    have hx : v 0 ≠ 0 := by
      intro hx
      rw [hx] at h2
      have hy : (1 + q * sin R ^ 2) * v 1 = 0 := by linear_combination h2
      have hy' := (mul_eq_zero.1 hy).resolve_left hpos.ne'
      apply hv
      ext i
      fin_cases i
      · exact hx
      · exact hy'
    -- eliminate the second component
    have key : v 0 * (E * (1 + q) + (1 + q * sin R ^ 2)) = 0 := by
      linear_combination -(1 + q * sin R ^ 2) * h0 - E * q * cos R * sin R * h2
        - E * q * v 0 * sin_sq_add_cos_sq R
    have h3 := (mul_eq_zero.1 key).resolve_left hx
    have hne : 1 + q ≠ 0 := by positivity
    exact mul_right_cancel₀ hne (by linear_combination h3 - groundEnergy_mul hq R)
  · rintro (rfl | rfl)
    · refine ⟨![0, 1], fun h => ?_, (eigen_components q R 0 0 1).2 ⟨by ring, by ring⟩⟩
      have h1 : (1 : ℝ) = 0 := congrFun h 1
      exact one_ne_zero h1
    · refine ⟨groundState q R, fun h => ?_, groundState_eigen hq R⟩
      have h0 : 1 + q * sin R ^ 2 = 0 := congrFun h 0
      exact hpos.ne' h0

/-- The slope of the energy curve is `-(q/(1+q)) sin 2R`. -/
theorem hasDerivAt_groundEnergy (q R : ℝ) :
    HasDerivAt (groundEnergy q) (-(q / (1 + q)) * sin (2 * R)) R := by
  have hf : groundEnergy q = fun x => -1 + q / (1 + q) * (cos x * cos x) := by
    funext x
    unfold groundEnergy
    ring
  rw [hf]
  have h := (((hasDerivAt_cos R).fun_mul (hasDerivAt_cos R)).const_mul (q / (1 + q))).const_add
    (-1)
  exact h.congr_deriv (by rw [sin_two_mul]; ring)

/-- In the model, with `v = groundState q R`, the slope of the energy obeys
`E' ⟨v|S|v⟩ = -E ⟨v|S'|v⟩`. -/
theorem generalized_hellmann_feynman_witness {q : ℝ} (hq : 0 < q) (R : ℝ) :
    deriv (groundEnergy q) R * (groundState q R ⬝ᵥ overlap q R *ᵥ groundState q R) =
      -(groundEnergy q R * (groundState q R ⬝ᵥ overlapDeriv q R *ᵥ groundState q R)) := by
  have hb : ∀ i, HasDerivAt (fun x => projector x i) (projectorDeriv R i) R := by
    intro i
    fin_cases i
    · exact hasDerivAt_cos R
    · exact hasDerivAt_sin R
  have hS : ∀ i j, HasDerivAt (fun x => overlap q x i j) (overlapDeriv q R i j) R :=
    fun i j => (((hb i).fun_mul (hb j)).const_mul q).const_add
      ((1 : Matrix (Fin 2) (Fin 2) ℝ) i j)
  have hv : ∀ i, DifferentiableAt ℝ (fun x => groundState q x i) R := by
    intro i
    fin_cases i
    · show DifferentiableAt ℝ (fun x => 1 + q * sin x ^ 2) R
      fun_prop
    · show DifferentiableAt ℝ (fun x => -(q * cos x * sin x)) R
      fun_prop
  have hHs : hamiltonian.IsSymm :=
    Matrix.IsSymm.ext (fun i j => by fin_cases i <;> fin_cases j <;> rfl)
  have hSs : (overlap q R).IsSymm := by
    apply Matrix.IsSymm.ext
    intro i j
    simp only [overlap, Matrix.add_apply, Matrix.smul_apply, Matrix.vecMulVec_apply,
      Matrix.one_apply, eq_comm (a := j) (b := i), mul_comm (projector R j)]
  -- the Hamiltonian is constant, so its derivative is zero
  have h := generalized_hellmann_feynman (fun _ => hamiltonian) (overlap q) 0 (overlapDeriv q R)
    (groundState q) (groundEnergy q) (deriv (groundEnergy q) R) R
    (fun i j => hasDerivAt_const R (hamiltonian i j)) hS hv
    (hasDerivAt_groundEnergy q R).differentiableAt.hasDerivAt hHs hSs (groundState_eigen hq)
  rw [Matrix.zero_mulVec, dotProduct_zero, zero_sub] at h
  exact h

/-- For the fixed Hamiltonian `diag(-1, 0)` and the overlap `1 + q b bᵀ` with `b = (cos R, sin R)`
and `q > 0`, the lowest generalized eigenvalue is `-1 + (q/(1+q)) cos² R`, and its slope at `R =
π/4` is `-q/(1+q)`, which is nonzero. -/
theorem force_from_moving_overlap {q : ℝ} (hq : 0 < q) :
    (∀ R, IsLeast {E | IsGenEigenvalue hamiltonian (overlap q R) E} (groundEnergy q R)) ∧
      HasDerivAt (groundEnergy q) (-(q / (1 + q))) (π / 4) ∧ -(q / (1 + q)) ≠ 0 := by
  refine ⟨fun R => ⟨(generalized_spectrum hq R _).2 (Or.inr rfl), fun E hE => ?_⟩, ?_, ?_⟩
  · rcases (generalized_spectrum hq R E).1 hE with h | h
    · rw [h]
      by_contra hg
      have h1 : 0 < groundEnergy q R * (1 + q) := mul_pos (not_le.1 hg) (by positivity)
      have h2 : 0 < 1 + q * sin R ^ 2 := by positivity
      rw [groundEnergy_mul hq R] at h1
      linarith
    · exact h.ge
  · have h2 : 2 * (π / 4) = π / 2 := by ring
    have h := hasDerivAt_groundEnergy q (π / 4)
    rw [h2, sin_pi_div_two, mul_one] at h
    exact h
  · have h : 0 < q / (1 + q) := by positivity
    exact neg_ne_zero.2 h.ne'

/-- The slope of the lowest energy vanishes exactly where `sin 2R = 0`. -/
theorem force_eq_zero_iff {q : ℝ} (hq : 0 < q) (R : ℝ) :
    deriv (groundEnergy q) R = 0 ↔ sin (2 * R) = 0 := by
  have h : 0 < q / (1 + q) := by positivity
  rw [(hasDerivAt_groundEnergy q R).deriv, mul_eq_zero]
  exact or_iff_right (neg_ne_zero.2 h.ne')

end

end UltrasoftForce
```

```lean
#print axioms UltrasoftForce.force_from_moving_overlap
-- 'UltrasoftForce.force_from_moving_overlap' depends on axioms: [propext, Classical.choice, Quot.sound]
#print axioms UltrasoftForce.force_eq_zero_iff
-- 'UltrasoftForce.force_eq_zero_iff' depends on axioms: [propext, Classical.choice, Quot.sound]
```

## What the theorems cover, and where they stop

`IsGenEigenvalue H S E` says that some nonzero real vector satisfies $Hv=ESv$. The definitions `hamiltonian`, `projector` and `overlap` are $H$, $b$ and $S$. The curve $E_g$ is `groundEnergy`, and `groundState` is the unnormalised vector used above.

The main theorem, `force_from_moving_overlap`, assumes only `0 < q` and has three parts. For every $R$, `groundEnergy q R` is the least element of the set of generalized eigenvalues; this is the meaning of `IsLeast`. The derivative at $\pi/4$ exists and equals $-q/(1+q)$. That number is nonzero. The companion `force_eq_zero_iff` locates all zeros of the slope. Both theorems speak of the slope, so the physical force has the opposite sign.

The identity itself is `generalized_hellmann_feynman`, for real matrices of any finite size. It assumes that the entries of $H$ and $S$, the components of $v$ and the energy are differentiable at `R₀`, that both matrices are symmetric there, and that the eigenvalue equation holds for all $R$. Differentiability of the eigenpair is an assumption about the chosen branch and needs care at level crossings. The theorem does not require $S$ to be positive definite; solving for $E'$ requires $v^TSv\neq0$.

The proof follows the derivation closely:

- In `generalized_hellmann_feynman`, both sides of each component of the eigenvalue equation are differentiated, and uniqueness of the derivative equates the results (`hvec`). The projection on $v$ is `hdot`. The cancellation of the response is `hresp`, which uses `symm_swap` to exchange the vectors in a matrix element.
- `eigen_components` writes out the two scalar equations. In `generalized_spectrum`, the step `key` eliminates $v_1$, and explicit vectors show that both eigenvalues occur. `groundEnergy_mul` supplies $E_g(1+q)=-(1+qs^2)$, which also gives the sign needed for "lowest".
- `hasDerivAt_groundEnergy` differentiates the closed formula by the product rule.
- `generalized_hellmann_feynman_witness` applies the general identity to the model with $H'=0$. It checks every hypothesis, including that `overlapDeriv` really is the derivative of `overlap`, and leaves $E'\,v^TSv=-E\,v^TS'v$.

The model keeps $H$ fixed by construction, whereas in an actual ultrasoft calculation the local and nonlocal parts of the atom's pseudopotential move with it too. The parameter $R$ is an angle in a two-dimensional state space and stands in for an atomic coordinate. The theorems treat one real eigenpair at a time: complex Hermitian matrices, sums over occupied states, self-consistency and the augmentation of the density are not included, and neither is any particular code's implementation. The response formula and the non-symmetric example rest on the algebra shown above, not on the file.
